# Davidson corrections stay in a symmetry subspace if H and (D − t)⁻¹ preserve it

Start a Davidson calculation from a pure doublet, with a Hamiltonian that conserves spin, and the first correction can already contain a quartet. The Hamiltonian is not at fault. The correction also passes through an approximate Hamiltonian $D$, often the diagonal of $H$ in a determinant basis, and this diagonal need not respect spin. If the quartet lies lower, a search for the lowest root can then drift towards it.

In a finite basis, when both operators respect the symmetry and the equation for each correction has a unique solution, the run is trapped: it keeps the spin it started with, and it cannot reach a lower state of another spin.

The general argument needs only a vector space $V$ over a field $K$, of any dimension.

In Lean 4 with Mathlib:

```lean
import Mathlib

open Matrix

namespace DavidsonSymmetryTrapping

noncomputable section

variable {K V : Type*} [Field K] [AddCommGroup V] [Module K V]
```

## The correction as a linear equation

For a trial vector $x$ and a shift $t$, usually the current energy estimate, the residual is $r=(H-t)x$. A correction $\delta$ solves

$$(D-t)\,\delta=-(H-t)\,x .$$

Written as an equation, this needs no inverse. If $D-t$ is singular, there may be no solution or several.

```lean
/-- The vector `δ` is a Davidson correction of `x` at shift `t`: it solves
`(D - t) δ = -(H - t) x`, where `D` is the approximate Hamiltonian. -/
def IsCorrection (H D : V →ₗ[K] V) (t : K) (x δ : V) : Prop :=
  D δ - t • δ = -(H x - t • x)
```

Let $W$ be a subspace of $V$, such as all states of one total spin. An operator $A$ preserves it if $Ax\in W$ for every $x\in W$.

```lean
/-- The operator `A` maps the subspace `W` into itself. -/
def Preserves (A : V →ₗ[K] V) (W : Submodule K V) : Prop :=
  ∀ x ∈ W, A x ∈ W
```

Invariance under $(D-t)^{-1}$ is also stated without an inverse: whenever $(D-t)y\in W$, already $y\in W$. For singular $D-t$ this forces the kernel of $D-t$ into $W$.

```lean
/-- Every solution `y` of `(D - t) y = w` with `w` in `W` lies in `W`. For invertible `D - t`
this is invariance of `W` under `(D - t)⁻¹`. -/
def InvPreserves (D : V →ₗ[K] V) (t : K) (W : Submodule K V) : Prop :=
  ∀ y, D y - t • y ∈ W → y ∈ W
```

A run has search spaces $S_0,S_1,\dots$ and shifts $t_0,t_1,\dots$. Step $k$ picks some $x\in S_k$, finds a correction $\delta$ at shift $t_k$, and sets $S_{k+1}=S_k+\mathrm{span}\{\delta\}$. The vector $x$ need not be a Ritz vector, so the definition covers more than the usual algorithm. It has one fixed $D$, one new vector per step and no restarts. Orthogonalising $\delta$ against $S_k$ would not change the spaces.

```lean
/-- The search spaces `S k` of a Davidson run with shifts `t k`: each step adds a correction of some
vector of the current search space. -/
def IsDavidsonRun (H D : V →ₗ[K] V) (t : ℕ → K) (S : ℕ → Submodule K V) : Prop :=
  ∀ k, ∃ x ∈ S k, ∃ δ, IsCorrection H D (t k) x δ ∧ S (k + 1) = S k ⊔ Submodule.span K {δ}
```

## When a preserved subspace is also preserved by the inverse

Let $A$ preserve a finite-dimensional $W$, and let $(A-t)x=0$ with $x\in W$ imply $x=0$. Then $A-t$, restricted to $W$, is an injective map from $W$ to itself. In finite dimension it is therefore surjective, and every $w\in W$ equals $(A-t)x$ for some $x\in W$. The proof builds this restriction as `B` and follows the same two steps.

```lean
/-- If `A` preserves a finite-dimensional `W` and has no eigenvector in `W` with eigenvalue `t`,
then `A - t` maps `W` onto `W`. -/
theorem shift_onto {A : V →ₗ[K] V} {t : K} {W : Submodule K V} [FiniteDimensional K W]
    (hA : Preserves A W) (ht : ∀ x ∈ W, A x = t • x → x = 0) {w : V} (hw : w ∈ W) :
    ∃ x ∈ W, A x - t • x = w := by
  -- the shifted operator, restricted to W
  obtain ⟨B, hB⟩ : ∃ B : W →ₗ[K] W, ∀ x : W, (B x : V) = A x - t • (x : V) :=
    ⟨A.restrict hA - t • LinearMap.id, fun _ => rfl⟩
  have hinj : Function.Injective B := by
    refine (injective_iff_map_eq_zero B).2 fun x hx => Subtype.ext (ht x x.2 ?_)
    apply sub_eq_zero.1
    rw [← hB x, hx]
    rfl
  -- in finite dimension injective means surjective
  obtain ⟨x, hx⟩ := LinearMap.injective_iff_surjective.1 hinj ⟨w, hw⟩
  exact ⟨x, x.2, by rw [← hB x, hx]⟩
```

Apply this to $D$, with $t$ not an eigenvalue of $D$ anywhere in $V$. If $(D-t)y\in W$, some $x\in W$ satisfies $(D-t)x=(D-t)y$. Then $(D-t)(y-x)=0$, so $y=x\in W$. For a finite-dimensional symmetry subspace it is thus enough to check that $D$ itself preserves it.

```lean
/-- If `D` preserves a finite-dimensional `W` and `t` is not an eigenvalue of `D`, then `W` is
invariant under `(D - t)⁻¹`. -/
theorem invPreserves_of_preserves {D : V →ₗ[K] V} {t : K} {W : Submodule K V}
    [FiniteDimensional K W] (hD : Preserves D W) (ht : ∀ y, D y = t • y → y = 0) :
    InvPreserves D t W := by
  intro y hy
  obtain ⟨x, hxW, hx⟩ := shift_onto hD (fun x _ => ht x) hy
  have h : y - x = 0 := by
    apply ht
    rw [map_sub, smul_sub]
    linear_combination (norm := module) (-1 : K) • hx
  rw [sub_eq_zero.1 h]
  exact hxW
```

## One correction, then a whole run

If $x\in W$ and $H$ preserves $W$, then $Hx$ and $tx$ lie in $W$, and so does $-(H-t)x$. This vector equals $(D-t)\delta$, so invariance under the inverse gives $\delta\in W$.

```lean
/-- If `W` is invariant under `H` and `(D - t)⁻¹`, Davidson corrections of vectors of `W`
remain in `W`. -/
theorem correction_mem {H D : V →ₗ[K] V} {t : K} {W : Submodule K V} (hH : Preserves H W)
    (hD : InvPreserves D t W) {x δ : V} (hx : x ∈ W) (hδ : IsCorrection H D t x δ) :
    δ ∈ W := by
  unfold IsCorrection at hδ
  apply hD
  rw [hδ]
  exact W.neg_mem (W.sub_mem (hH x hx) (W.smul_mem t hx))
```

Induction extends this to the run. The start gives $S_0\subseteq W$. If $S_k\subseteq W$, the chosen $x$ lies in $W$, hence so does $\delta$, and $S_{k+1}=S_k+\mathrm{span}\{\delta\}\subseteq W$. The condition on $D$ is assumed at every shift $t_k$.

```lean
/-- Symmetry trapping: if `W` is invariant under `H` and under `(D - t)⁻¹` for every shift used,
a Davidson run that starts inside `W` keeps all its search spaces inside `W`. -/
theorem run_trapped {H D : V →ₗ[K] V} {t : ℕ → K} {S : ℕ → Submodule K V}
    {W : Submodule K V} (hH : Preserves H W) (hD : ∀ k, InvPreserves D (t k) W)
    (hS : IsDavidsonRun H D t S) (h0 : S 0 ≤ W) (k : ℕ) : S k ≤ W := by
  induction k with
  | zero => exact h0
  | succ k ih =>
    obtain ⟨x, hx, δ, hδ, hk⟩ := hS k
    rw [hk]
    exact sup_le ih ((Submodule.span_singleton_le_iff_mem _ _).2
      (correction_mem hH (hD k) (ih hx) hδ))
```

The condition on $D$ is also necessary when $W$ is finite-dimensional and $H$ has no eigenvector in $W$ with eigenvalue $t$. Suppose all corrections of vectors of $W$ stay in $W$, and let $(D-t)y\in W$. Since $H-t$ maps $W$ onto $W$, some $x\in W$ has $(H-t)x=-(D-t)y$. Then $y$ is a correction of $x$, so $y\in W$.

```lean
/-- Let `H` preserve a finite-dimensional `W` and have no eigenvector in `W` with eigenvalue `t`.
Then all corrections of vectors of `W` remain in `W` exactly when `W` is invariant under
`(D - t)⁻¹`. -/
theorem corrections_trapped_iff {H D : V →ₗ[K] V} {t : K} {W : Submodule K V}
    [FiniteDimensional K W] (hH : Preserves H W) (ht : ∀ x ∈ W, H x = t • x → x = 0) :
    (∀ x ∈ W, ∀ δ, IsCorrection H D t x δ → δ ∈ W) ↔ InvPreserves D t W := by
  refine ⟨fun h y hy => ?_, fun hD x hx δ hδ => correction_mem hH hD hx hδ⟩
  -- y is itself the correction of some x in W
  obtain ⟨x, hxW, hx⟩ := shift_onto hH ht (W.neg_mem hy)
  refine h x hxW y ?_
  unfold IsCorrection
  rw [hx, neg_neg]
```

## Three open shells with a leaking diagonal

Take three electrons in three singly occupied orbitals with $M_S=1/2$. The three determinants have the down spin in orbital 3, 2 and 1, in that order. With exchange integrals $K_{12}=1$, $K_{13}=2$, $K_{23}=3$ and the common energy dropped, the Hamiltonian is

$$H=-\begin{pmatrix}1&3&2\\3&2&1\\2&1&3\end{pmatrix}.$$

```lean
/-- The Hamiltonian matrix of the three-configuration example. -/
def hMat : Matrix (Fin 3) (Fin 3) ℝ := !![-1, -3, -2; -3, -2, -1; -2, -1, -3]
```

The approximate Hamiltonian is its diagonal, $D=\mathrm{diag}(-1,-2,-3)$.

```lean
/-- The diagonal part of the example Hamiltonian. -/
def dMat : Matrix (Fin 3) (Fin 3) ℝ := Matrix.diagonal hMat.diag
```

With the orbitals in fixed order in each determinant, the quartet is $(1,1,1)/\sqrt3$. The doublets are the vectors orthogonal to it, those with $v_0+v_1+v_2=0$. The file encodes this zero-sum condition; the spin operator itself does not appear.

```lean
/-- The doublet space of the example: vectors whose components sum to zero. -/
def doublets : Submodule ℝ (Fin 3 → ℝ) where
  carrier := {v | v 0 + v 1 + v 2 = 0}
  zero_mem' := by simp
  add_mem' := by
    intro a b ha hb
    change a 0 + a 1 + a 2 = 0 at ha
    change b 0 + b 1 + b 2 = 0 at hb
    change (a 0 + b 0) + (a 1 + b 1) + (a 2 + b 2) = 0
    linarith
  smul_mem' := by
    intro c a ha
    change a 0 + a 1 + a 2 = 0 at ha
    change c * a 0 + c * a 1 + c * a 2 = 0
    linear_combination c * ha
```

The trial vector is $x=(1,-1,0)$, which becomes a unit vector after division by $\sqrt2$.

```lean
/-- The trial vector `(1, -1, 0)`. -/
def trial : Fin 3 → ℝ := ![1, -1, 0]
```

The action of $H$ is written out in components.

```lean
/-- The action of the example Hamiltonian in components. -/
theorem hMat_mulVec (v : Fin 3 → ℝ) : hMat *ᵥ v =
    ![-(v 0 + 3 * v 1 + 2 * v 2), -(3 * v 0 + 2 * v 1 + v 2), -(2 * v 0 + v 1 + 3 * v 2)] := by
  ext i
  fin_cases i <;> simp [hMat, Matrix.mulVec, dotProduct, Fin.sum_univ_three] <;> ring
```

Each column of $H$ sums to $-6$, so the component sum of $Hv$ is $-6(v_0+v_1+v_2)$. It vanishes for doublets, and $H$ preserves them.

```lean
/-- The example Hamiltonian preserves the doublet space. -/
theorem hMat_preserves : Preserves hMat.mulVecLin doublets := by
  intro v hv
  change v 0 + v 1 + v 2 = 0 at hv
  change (hMat *ᵥ v) 0 + (hMat *ᵥ v) 1 + (hMat *ᵥ v) 2 = 0
  rw [hMat_mulVec]
  change -(v 0 + 3 * v 1 + 2 * v 2) + -(3 * v 0 + 2 * v 1 + v 2)
    + -(2 * v 0 + v 1 + 3 * v 2) = 0
  linear_combination -6 * hv
```

Here $Hx=(2,-1,-1)$. At $t=3/2$ the residual is $r=(1/2,1/2,-1)$, and $D-t$ has diagonal entries $-5/2,-7/2,-9/2$. The three equations decouple:

$$\delta=\left(\tfrac15,\tfrac17,-\tfrac29\right).$$

The theorem is an equivalence, so this is the only correction.

```lean
/-- With the diagonal of `H` as `D` and shift `3/2`, the trial vector has exactly one Davidson
correction, `(1/5, 1/7, -2/9)`. -/
theorem correction_trial_iff (δ : Fin 3 → ℝ) :
    IsCorrection hMat.mulVecLin dMat.mulVecLin (3 / 2) trial δ ↔
      δ = ![1 / 5, 1 / 7, -2 / 9] := by
  have hd : dMat *ᵥ δ = ![-δ 0, -2 * δ 1, -3 * δ 2] := by
    ext i
    fin_cases i <;> simp [dMat, hMat, Matrix.mulVec_diagonal]
  unfold IsCorrection
  rw [Matrix.mulVecLin_apply, Matrix.mulVecLin_apply, hd, hMat_mulVec]
  -- three decoupled scalar equations
  refine funext_iff.trans (Iff.trans (forall_congr' fun i => ?_) funext_iff.symm)
  fin_cases i
  · change -δ 0 - 3 / 2 * δ 0 = -(-(1 + 3 * (-1) + 2 * 0) - 3 / 2 * 1) ↔ δ 0 = 1 / 5
    constructor <;> intro h <;> linarith
  · change -2 * δ 1 - 3 / 2 * δ 1 = -(-(3 * 1 + 2 * (-1) + 0) - 3 / 2 * (-1)) ↔ δ 1 = 1 / 7
    constructor <;> intro h <;> linarith
  · change -3 * δ 2 - 3 / 2 * δ 2 = -(-(2 * 1 + (-1) + 3 * 0) - 3 / 2 * 0) ↔ δ 2 = -2 / 9
    constructor <;> intro h <;> linarith
```

The shift is the energy expectation value of the trial state: $x\cdot Hx=3$ and $x\cdot x=2$. The residual is a doublet, but dividing its components by unequal numbers spoils the zero sum:

$$\tfrac15+\tfrac17-\tfrac29=\tfrac{38}{315}.$$

For the normalised trial vector the sum is $38/(315\sqrt2)$. The quartet makes up about 4.4 % of the squared norm of $\delta$.

```lean
/-- Spin contamination: the trial vector is a doublet with Rayleigh quotient `3/2`, yet its
correction with the diagonal of `H` at that shift has component sum `38/315`. -/
theorem correction_leaves_doublets :
    trial ∈ doublets ∧ trial ⬝ᵥ (hMat *ᵥ trial) = 3 / 2 * (trial ⬝ᵥ trial) ∧
      ∀ δ, IsCorrection hMat.mulVecLin dMat.mulVecLin (3 / 2) trial δ →
        δ 0 + δ 1 + δ 2 = 38 / 315 := by
  refine ⟨?_, ?_, fun δ hδ => ?_⟩
  · change (1 : ℝ) + (-1) + 0 = 0
    norm_num
  · rw [hMat_mulVec]
    simp only [dotProduct, Fin.sum_univ_three]
    change (1 : ℝ) * -(1 + 3 * (-1) + 2 * 0) + (-1) * -(3 * 1 + 2 * (-1) + 0)
      + 0 * -(2 * 1 + (-1) + 3 * 0) = 3 / 2 * (1 * 1 + (-1) * (-1) + 0 * 0)
    norm_num
  · rw [(correction_trial_iff δ).1 hδ]
    change (1 / 5 : ℝ) + 1 / 7 + -2 / 9 = 38 / 315
    norm_num
```

## A diagonal that keeps the spin

Replace $D$ by the mean of the diagonal, $-2$ times the identity. Now $D-t=-7/2$ in every component, so zero sums stay zero sums, and the correction is $(1/7,1/7,-2/7)$. Both invariance hypotheses of `correction_mem` hold for this choice.

```lean
/-- With `D = -2`, the mean of the diagonal of `H`, the doublet space is invariant under `H` and
`(D - 3/2)⁻¹`, and the trial vector has the correction `(1/7, 1/7, -2/7)`. -/
theorem correction_mem_witness :
    Preserves hMat.mulVecLin doublets ∧
      InvPreserves ((-2 : ℝ) • LinearMap.id) (3 / 2) doublets ∧
      IsCorrection hMat.mulVecLin ((-2 : ℝ) • LinearMap.id) (3 / 2) trial
        ![1 / 7, 1 / 7, -2 / 7] := by
  refine ⟨hMat_preserves, fun y hy => ?_, ?_⟩
  · change -2 * y 0 - 3 / 2 * y 0 + (-2 * y 1 - 3 / 2 * y 1)
      + (-2 * y 2 - 3 / 2 * y 2) = 0 at hy
    change y 0 + y 1 + y 2 = 0
    linarith
  · unfold IsCorrection
    rw [Matrix.mulVecLin_apply, hMat_mulVec]
    funext i
    fin_cases i
    · change -2 * (1 / 7 : ℝ) - 3 / 2 * (1 / 7) = -(-(1 + 3 * (-1) + 2 * 0) - 3 / 2 * 1)
      norm_num
    · change -2 * (1 / 7 : ℝ) - 3 / 2 * (1 / 7) = -(-(3 * 1 + 2 * (-1) + 0) - 3 / 2 * (-1))
      norm_num
    · change -2 * (-2 / 7 : ℝ) - 3 / 2 * (-2 / 7) = -(-(2 * 1 + (-1) + 3 * 0) - 3 / 2 * 0)
      norm_num

end

end DavidsonSymmetryTrapping
```

```lean
#print axioms DavidsonSymmetryTrapping.run_trapped
-- 'DavidsonSymmetryTrapping.run_trapped' depends on axioms: [propext, Classical.choice, Quot.sound]
#print axioms DavidsonSymmetryTrapping.corrections_trapped_iff
-- 'DavidsonSymmetryTrapping.corrections_trapped_iff' depends on axioms: [propext, Classical.choice, Quot.sound]
#print axioms DavidsonSymmetryTrapping.correction_trial_iff
-- 'DavidsonSymmetryTrapping.correction_trial_iff' depends on axioms: [propext, Classical.choice, Quot.sound]
#print axioms DavidsonSymmetryTrapping.correction_leaves_doublets
-- 'DavidsonSymmetryTrapping.correction_leaves_doublets' depends on axioms: [propext, Classical.choice, Quot.sound]
```

In a determinant CI code the step is typically a loop `delta[i] = -r[i] / (D[i] - t)`, followed by orthogonalisation. Giving all determinants with the same spatial occupation the same `D[i]`, for instance their average, makes this loop respect total spin when up and down electrons share the same orbitals. If the determinant set also contains, for each spatial occupation, every spin arrangement with the chosen $M_S$, a spin-conserving Hamiltonian preserves total spin within this set. A run that starts with pure spin is then trapped up to rounding, which can introduce small components of other spin.
